# Pauli strings commute or anticommute by the parity of the number of sites where their non-identity letters differ

A Pauli string on $n$ qubits assigns one of the letters $I, X, Y, Z$ to each qubit and stands for the tensor product of the corresponding $2\times 2$ matrices; two letters are said to clash when neither is $I$ and they are different. The question is when the operators of two strings commute, and the answer is read off by counting the qubits at which their letters clash.

```lean
import Mathlib

open Matrix

namespace PauliStrings

/-- The four one-qubit letters from which Pauli strings are built. -/
inductive Pauli
  | I | X | Y | Z
  deriving DecidableEq

noncomputable section

variable {n : ℕ}

/-- The 2 × 2 complex matrix of each Pauli letter. -/
def Pauli.mat : Pauli → Matrix (Fin 2) (Fin 2) ℂ
  | .I => !![1, 0; 0, 1]
  | .X => !![0, 1; 1, 0]
  | .Y => !![0, -Complex.I; Complex.I, 0]
  | .Z => !![1, 0; 0, -1]

/-- Two letters clash when both are non-identity and they are different. -/
abbrev Clash (p q : Pauli) : Prop := p ≠ Pauli.I ∧ q ≠ Pauli.I ∧ p ≠ q

/-- The tensor product of one-qubit matrices, as a matrix between the bit configurations
of `n` qubits. -/
def tensor (A : Fin n → Matrix (Fin 2) (Fin 2) ℂ) :
    Matrix (Fin n → Fin 2) (Fin n → Fin 2) ℂ :=
  Matrix.of fun a b => ∏ i, A i (a i) (b i)

/-- The operator of a Pauli string on `n` qubits. -/
def op (P : Fin n → Pauli) : Matrix (Fin n → Fin 2) (Fin n → Fin 2) ℂ :=
  tensor fun i => (P i).mat

/-- The set of sites at which two Pauli strings clash. -/
def clashes (P Q : Fin n → Pauli) : Finset (Fin n) :=
  Finset.univ.filter fun i => Clash (P i) (Q i)

/-- Tensor products of one-qubit matrices multiply site by site. -/
theorem tensor_mul (A B : Fin n → Matrix (Fin 2) (Fin 2) ℂ) :
    tensor A * tensor B = tensor fun i => A i * B i := by
  ext a b
  simp only [tensor, Matrix.mul_apply, Matrix.of_apply, ← Finset.prod_mul_distrib]
  -- a product of sums over single bits is a sum over bit configurations
  rw [Finset.prod_univ_sum, Fintype.piFinset_univ]

/-- The tensor product of one-qubit identities is the identity on `n` qubits. -/
theorem tensor_one : tensor (fun _ : Fin n => 1) = 1 := by
  ext a b
  by_cases h : a = b
  · subst h
    simp [tensor]
  · obtain ⟨i, hi⟩ := Function.ne_iff.mp h
    rw [Matrix.one_apply_ne h]
    exact Finset.prod_eq_zero (Finset.mem_univ i) (Matrix.one_apply_ne hi)

/-- On one qubit, exchanging two Pauli matrices gives a minus sign if they clash and
no sign otherwise. -/
theorem site_exchange (p q : Pauli) :
    p.mat * q.mat = (if Clash p q then (-1 : ℂ) else 1) • (q.mat * p.mat) := by
  cases p <;> cases q <;> ext i j <;> fin_cases i <;> fin_cases j <;>
    simp [Clash, Pauli.mat, Matrix.mul_apply, Fin.sum_univ_two]

/-- Every Pauli string squares to the identity. -/
theorem op_sq (P : Fin n → Pauli) : op P * op P = 1 := by
  have site_sq : ∀ p : Pauli, p.mat * p.mat = 1 := by
    intro p
    cases p <;> ext i j <;> fin_cases i <;> fin_cases j <;>
      simp [Pauli.mat, Matrix.mul_apply, Fin.sum_univ_two]
  simp only [op, tensor_mul, site_sq, tensor_one]

/-- Exchanging two Pauli strings gives one factor of -1 for each site at which they clash. -/
theorem exchange (P Q : Fin n → Pauli) :
    op P * op Q = (-1 : ℂ) ^ (clashes P Q).card • (op Q * op P) := by
  -- the total sign is the product of the signs of the sites
  have hs : ∏ i, (if Clash (P i) (Q i) then (-1 : ℂ) else 1)
      = (-1) ^ (clashes P Q).card := by
    rw [clashes, ← Finset.prod_const, Finset.prod_filter]
  rw [← hs, op, op, tensor_mul, tensor_mul]
  ext a b
  simp only [tensor, Matrix.of_apply, Matrix.smul_apply, smul_eq_mul]
  rw [← Finset.prod_mul_distrib]
  refine Finset.prod_congr rfl fun i _ => ?_
  rw [site_exchange (P i) (Q i), Matrix.smul_apply, smul_eq_mul]

/-- A product of two Pauli strings is never equal to its own negative. -/
theorem mul_ne_neg (P Q : Fin n → Pauli) : op P * op Q ≠ -(op P * op Q) := by
  intro h
  have h2 : op P * op Q + op P * op Q = 0 := eq_neg_iff_add_eq_zero.mp h
  have h0 : op P * op Q = 0 := by
    calc op P * op Q = (1 / 2 : ℂ) • (op P * op Q + op P * op Q) := by module
      _ = 0 := by rw [h2, smul_zero]
  -- multiplying by P on the left and Q on the right would give 1 = 0
  have h1 : (1 : Matrix (Fin n → Fin 2) (Fin n → Fin 2) ℂ) = 0 := by
    calc 1 = op P * (op P * op Q) * op Q := by
          rw [← mul_assoc, op_sq, one_mul, op_sq]
      _ = 0 := by rw [h0, mul_zero, zero_mul]
  exact one_ne_zero h1

/-- Two Pauli strings commute exactly when the number of sites at which both are
non-identity and different is even. -/
theorem commute_iff_even (P Q : Fin n → Pauli) :
    Commute (op P) (op Q) ↔ Even (clashes P Q).card := by
  have e := exchange P Q
  constructor
  · intro h
    by_contra hk
    rw [(Nat.not_even_iff_odd.mp hk).neg_one_pow, neg_smul, one_smul, h.eq] at e
    exact mul_ne_neg Q P e
  · intro hk
    rw [hk.neg_one_pow, one_smul] at e
    exact e

/-- Two Pauli strings anticommute exactly when the number of sites at which both are
non-identity and different is odd. -/
theorem anticommute_iff_odd (P Q : Fin n → Pauli) :
    op P * op Q = -(op Q * op P) ↔ Odd (clashes P Q).card := by
  have e := exchange P Q
  constructor
  · intro h
    by_contra hk
    rw [(Nat.not_odd_iff_even.mp hk).neg_one_pow, one_smul, h] at e
    exact mul_ne_neg Q P e.symm
  · intro hk
    rw [hk.neg_one_pow, neg_smul, one_smul] at e
    exact e

/-- If two letters clash, the strings that repeat them on all `n` qubits commute exactly
when `n` is even. -/
theorem uniform_commute_iff (n : ℕ) {p q : Pauli} (h : Clash p q) :
    Commute (op fun _ : Fin n => p) (op fun _ : Fin n => q) ↔ Even n := by
  have hc : clashes (fun _ : Fin n => p) (fun _ => q) = Finset.univ :=
    Finset.filter_true_of_mem fun _ _ => h
  rw [commute_iff_even, hc, Finset.card_univ, Fintype.card_fin]

/-- A Pauli string commutes with all Pauli strings exactly when it is the identity string. -/
theorem commutes_with_all_iff (P : Fin n → Pauli) :
    (∀ Q : Fin n → Pauli, Commute (op P) (op Q)) ↔ P = fun _ => Pauli.I := by
  constructor
  · intro h
    by_contra hP
    obtain ⟨i, hi⟩ := Function.ne_iff.mp hP
    have partner : ∀ p : Pauli, p ≠ Pauli.I → ∃ q, Clash p q := by
      intro p hp
      cases p
      · exact absurd rfl hp
      · exact ⟨Pauli.Y, by decide⟩
      · exact ⟨Pauli.Z, by decide⟩
      · exact ⟨Pauli.X, by decide⟩
    obtain ⟨q, hq⟩ := partner (P i) hi
    -- a clashing letter on site i alone gives exactly one clash
    have hc : clashes P (Function.update (fun _ => Pauli.I) i q) = {i} := by
      ext j
      simp only [clashes, Finset.mem_filter, Finset.mem_univ, true_and,
        Finset.mem_singleton]
      by_cases hj : j = i
      · rw [hj, Function.update_self]
        exact iff_of_true hq rfl
      · rw [Function.update_of_ne hj]
        exact iff_of_false (fun hh => hh.2.1 rfl) hj
    have he := (commute_iff_even P _).mp (h (Function.update (fun _ => Pauli.I) i q))
    rw [hc, Finset.card_singleton] at he
    exact absurd he (by decide)
  · intro h Q
    subst h
    have hc : clashes (fun _ => Pauli.I) Q = ∅ :=
      Finset.filter_false_of_mem fun _ _ hh => hh.1 rfl
    rw [commute_iff_even, hc, Finset.card_empty]
    decide

end

end PauliStrings
```

```lean
#print axioms PauliStrings.anticommute_iff_odd
#print axioms PauliStrings.uniform_commute_iff
#print axioms PauliStrings.commutes_with_all_iff
```

```
'PauliStrings.anticommute_iff_odd' depends on axioms: [propext, Classical.choice, Quot.sound]
'PauliStrings.uniform_commute_iff' depends on axioms: [propext, Classical.choice, Quot.sound]
'PauliStrings.commutes_with_all_iff' depends on axioms: [propext, Classical.choice, Quot.sound]
```

## The count of clashing sites decides the order of the product

Let $P$ and $Q$ be two strings with letters $P_i$ and $Q_i$, and use the same symbols for their operators. Let $k$ be the number of sites at which $P_i$ and $Q_i$ clash. The central identity, `exchange`, is

$$PQ = (-1)^k\, QP .$$

Two equivalences follow from it. By `commute_iff_even`, $PQ = QP$ holds exactly when $k$ is even. By `anticommute_iff_odd`, $PQ = -QP$ holds exactly when $k$ is odd. Since every number is even or odd and never both, any two Pauli strings either commute or anticommute, and never do both.

Two further theorems apply this count. If $p$ and $q$ are clashing letters, `uniform_commute_iff` says that $p\otimes\cdots\otimes p$ and $q\otimes\cdots\otimes q$ on $n$ qubits commute exactly when $n$ is even. And `commutes_with_all_iff` says that a string commutes with every Pauli string exactly when all its letters are $I$.

## Qubits, bit configurations and matrices

The sites are the elements of `Fin n`, numbered from $0$ to $n-1$, and a string is a function `Fin n → Pauli`. The function `Pauli.mat` fixes the usual matrices in the eigenbasis of $Z$:

$$X=\begin{pmatrix}0&1\\1&0\end{pmatrix},\quad
Y=\begin{pmatrix}0&-i\\i&0\end{pmatrix},\quad
Z=\begin{pmatrix}1&0\\0&-1\end{pmatrix}.$$

For a spin one-half, the spin components are $\hbar/2$ times these matrices. The name `Pauli.I` denotes the identity letter, while `Complex.I` is the imaginary unit, written $i$ as a factor in formulas. As a subscript, or in the phrase "site $i$", the same letter numbers a qubit.

A basis state of $n$ qubits is a bit configuration $a = (a_0,\dots,a_{n-1})$, which in Lean is a function `Fin n → Fin 2`. There are $2^n$ of them, and they label the rows and columns of the operators. For one-qubit matrices $A_i$, `tensor` is the matrix with entries

$$\langle a|A_0\otimes\cdots\otimes A_{n-1}|b\rangle=\prod_i (A_i)_{a_i b_i}.$$

Listing the configurations in binary order turns this into the familiar Kronecker product. The operator of a string, `op P`, is the tensor product of its letter matrices. The finite set `clashes P Q` collects the clashing sites, so its `card` is $k$. "Clash" is a name chosen here and not a textbook term. The predicate `Commute` means equality of the two products.

The strings carry no prefactor. Linear combinations of strings, such as Hamiltonians, are not treated, and `commutes_with_all_iff` compares a string only with other strings. The step left to the physicist is the claim that a given device or molecule is described by $n$ two-level systems on which these matrices act.

When an electronic-structure Hamiltonian has been mapped to a finite number of qubits, it becomes a linear combination of Pauli strings with real coefficients, and the parity of $k$ tells which pairs of terms share an eigenbasis and are therefore compatible observables.

## Tensor products multiply site by site

Take one-qubit matrices $A_i$ and $B_i$. Matrix multiplication sums over all intermediate configurations $c$:

$$\sum_{c}\prod_i (A_i)_{a_i c_i}(B_i)_{c_i b_i}
=\prod_i\sum_{s\in\{0,1\}}(A_i)_{a_i s}(B_i)_{s b_i}
=\prod_i (A_iB_i)_{a_i b_i}.$$

The first equality holds because each bit $c_i$ appears only in the factor of its own site. Read from right to left, it is the expansion of a product of two-term sums: choosing one term from each factor amounts to choosing a configuration.

This is `tensor_mul`. Its proof compares entries, merges the two products over sites, and uses `Finset.prod_univ_sum` for the exchange of sum and product.

The tensor product of identities has entries $\prod_i\delta_{a_i b_i}$. If $a=b$, every factor is $1$. If $a\neq b$, the configurations differ at some site, whose factor is zero. The result is therefore the identity matrix, which is `tensor_one`, proved by the same two cases.

## The sign comes from single qubits

On one qubit the products of different non-identity letters are

$$XY=iZ=-YX,\qquad YZ=iX=-ZY,\qquad ZX=iY=-XZ .$$

If one letter is $I$, or if the letters are equal, the matrices commute. Define $s(p,q)=-1$ for clashing letters and $s(p,q)=1$ otherwise. Then, for all sixteen ordered pairs of letters,

$$pq=s(p,q)\,qp .$$

The lemma `site_exchange` checks this directly: `cases` runs through the letters, `fin_cases` through the matrix entries, and `simp` evaluates each entry.

For two strings, multiplication site by site now gives

$$PQ=\bigotimes_i P_iQ_i
=\bigotimes_i s(P_i,Q_i)\,Q_iP_i
=\Bigl(\prod_i s(P_i,Q_i)\Bigr)QP .$$

Each clashing site contributes $-1$ to the product of signs and every other site contributes $1$, so the total is $(-1)^k$.

The proof of `exchange` has the same two parts. The auxiliary statement `hs` identifies the product of site signs with $(-1)^k$. The rest compares matrix entries: both sides become products over sites, and `Finset.prod_congr` reduces their equality to `site_exchange` at each site.

## Why the parity can be read back from the operators

The exchange rule immediately gives commutation for even $k$ and anticommutation for odd $k$. The converse directions need one more fact, because a vanishing product would satisfy both relations at once.

Each letter matrix squares to the identity: $I^2=X^2=Y^2=Z^2=1$. Multiplying site by site gives $P^2=1$ for every string, which is `op_sq`. Consequently

$$P(PQ)Q=P^2Q^2=1,$$

so $PQ$ is not zero. If $PQ=-PQ$ held, then $2PQ=0$ and hence $PQ=0$, a contradiction. This is `mul_ne_neg`, whose steps `h2`, `h0` and `h1` are the vanishing of $2PQ$, the vanishing of $PQ$, and the resulting absurdity $1=0$.

Suppose now that $P$ and $Q$ commute but $k$ is odd. The exchange rule gives $PQ=-QP$, and commutation turns this into $QP=-QP$, which has just been excluded. Suppose instead that they anticommute but $k$ is even. The exchange rule gives $PQ=QP$, and anticommutation turns the left side into $-QP$, so again $QP=-QP$. Both equivalences are proved in Lean by this argument, with `by_contra` supplying the wrong parity and `mul_ne_neg Q P` the contradiction.

## Uniform strings and the identity string

For $p\otimes\cdots\otimes p$ and $q\otimes\cdots\otimes q$ with clashing $p$ and $q$, every site clashes. Thus $k=n$, and the parity rule becomes a condition on the number of qubits. The proof of `uniform_commute_iff` shows that `clashes` is the full set of sites and counts it.

For the last theorem, suppose that $P$ has a non-identity letter at site $i$. Choose a letter $q$ that clashes with it: $Y$ for $X$, $Z$ for $Y$, or $X$ for $Z$. Let $Q$ have $q$ at site $i$ and $I$ everywhere else. The two strings clash at site $i$ only, so $k=1$ and they do not commute. A string that commutes with all strings therefore has no non-identity letter. Conversely, the identity string clashes with nothing, so $k=0$ for every partner.

In `commutes_with_all_iff`, `partner` provides the clashing letter, `Function.update` places it at site $i$ of the identity string, and `hc` establishes that `clashes` is the one-element set `{i}`. In the converse direction, `hc` states that the set of clashes is empty.

## From no qubits to two

The theorems include $n=0$. There is then one empty configuration and one empty string, whose operator is the $1\times1$ matrix with entry $1$. It has no clashes and commutes with itself, in agreement with the even value $k=0$.

For $n=1$, the number $k$ is $0$ or $1$, and the rule reduces to the one-qubit relations: $X$ and $Z$ anticommute, while each commutes with $I$ and with itself.

At $n=2$, two clashes can cancel for the first time. For $X\otimes X$ and $Z\otimes Z$,

$$(X\otimes X)(Z\otimes Z)=(-iY)\otimes(-iY)=-\,Y\otimes Y,$$

$$(Z\otimes Z)(X\otimes X)=(iY)\otimes(iY)=-\,Y\otimes Y .$$

The strings commute although their letters anticommute on each qubit. Replacing $X\otimes X$ by $X\otimes I$ leaves a single clash with $Z\otimes Z$, and the two strings anticommute.
